# For even $P\ge 2$, the rational Fermi operator $[1+(1+\beta(H-\mu)/P)^P]^{-1}$ leaves levels deeper than $2P/\beta$ below $\mu$ less than half filled

## Occupations, energies and the approximate density matrix

Let $\beta>0$ be the inverse temperature $1/k_BT$ and $\mu$ the chemical potential. A one-electron level of energy $e$ has the reduced energy $x=\beta(e-\mu)$, negative below the chemical potential. Its Fermi-Dirac occupation and the rational approximation of order $P$ are

$$f(x)=\frac{1}{1+e^{x}},\qquad f_P(x)=\frac{1}{1+(1+x/P)^P}.$$

Occupations are per spin orbital, so they lie between 0 and 1. The order $P$ is an even integer with $P\ge 2$ unless stated otherwise.

The Hamiltonian $H$ is a finite Hermitian complex matrix in an orthonormal basis. From it we form

$$A=1+\frac{\beta}{P}(H-\mu),\qquad D_P=(1+A^P)^{-1}.$$

The matrix $D_P$ approximates the density matrix $(1+e^{\beta(H-\mu)})^{-1}$. For non-interacting electrons in a finite basis, the results below say how large $P$ has to be for the low-lying levels to come out at least half filled.

## Which levels come out less than half filled

If $Hv=ev$, then $D_Pv=f_P(\beta(e-\mu))\,v$, and

$$f_P(\beta(e-\mu))<\tfrac12\quad\Longleftrightarrow\quad e>\mu\ \text{ or }\ e<\mu-\frac{2P}{\beta}.$$

The first alternative is correct physics. The second is an error of the approximation, since the Fermi-Dirac occupation is above one half everywhere below $\mu$. The error coexists with convergence: at each fixed $x$, $f_P(x)\to f(x)$ as $P$ grows, but at each fixed even $P$, $f_P(x)\to 0$ as $x\to-\infty$, where $f(x)\to 1$.

For a given energy $e_0$, all energies from $e_0$ up to $\mu$ have rational occupation at least one half exactly when $\beta(\mu-e_0)\le 2P$.

## Derivation for a single level

**Limit of large order.** For fixed $x$, $(1+x/P)^P\to e^x$. Since $1+e^x$ is not zero, taking reciprocals gives $f_P(x)\to f(x)$.

**Half filling.** For even $P$ we have $(1+x/P)^P=|1+x/P|^P\ge 0$, so the denominator of $f_P$ is at least 1. Therefore

$$f_P(x)<\tfrac12\iff 1+(1+x/P)^P>2\iff |1+x/P|^P>1\iff |1+x/P|>1.$$

The last inequality means $1+x/P>1$, which is $x>0$, or $1+x/P<-1$, which is $x<-2P$.

**Very deep levels.** As $x\to-\infty$, $-(1+x/P)\to+\infty$. Its $P$-th power equals $(1+x/P)^P$ because $P$ is even, so the denominator diverges and $f_P(x)\to0$. Meanwhile $e^x\to0$ and $f(x)\to1$.

**Sufficient order.** Suppose $\beta(\mu-e_0)\le 2P$ and $e_0\le e\le\mu$. Then $-2P\le\beta(e_0-\mu)\le\beta(e-\mu)\le0$, so the occupation is at least one half. If instead $\beta(\mu-e_0)>2P$, then $e_0<\mu$ and $e_0$ itself has occupation below one half.

## From the scalar function to the matrix

Since $H$ is Hermitian and $\beta,\mu$ are real, $A^\dagger=A$. Write $P=k+k$. Then $A^P=(A^k)^\dagger A^k$, and for every vector $u\neq0$

$$u^\dagger(1+A^P)u=\|u\|^2+\|A^ku\|^2>0.$$

So $1+A^P$ has no null vector and is invertible.

Now let $Hv=ev$ and put $a=1+\beta(e-\mu)/P$. Then $Av=av$, and by repetition $A^Pv=a^Pv$, so $(1+A^P)v=(1+a^P)v$. Applying $D_P$ gives $v=(1+a^P)D_Pv$, hence

$$D_Pv=\frac{1}{1+a^P}\,v=f_P(\beta(e-\mu))\,v.$$

For normalised $v$ this number is the expectation value $v^\dagger D_Pv$. Dividing the conditions $\beta(e-\mu)>0$ and $\beta(e-\mu)<-2P$ by $\beta>0$ turns them into $e>\mu$ and $e<\mu-2P/\beta$.

## The smallest order, $P=2$

Here

$$f_2(x)=\frac{1}{1+(1+x/2)^2},$$

a Lorentzian centred at $x=-2$. It equals 1 at the centre and one half at $x=0$ and $x=-4$. In general, the graph of $f_P$ is symmetric about $x=-P$, so the correct fall at the chemical potential is mirrored by a spurious fall at $x=-2P$.

## Choosing the order in a resolvent calculation

The density matrix can be assembled without diagonalising $H$. Let $z_j=e^{i\pi(2j-1)/P}$, $j=1,\dots,P$, be the roots of $z^P=-1$. Partial fractions, an addition to what is formalised below, give

$$D_P=-\frac1P\sum_{j=1}^{P}z_j\,(A-z_j)^{-1}.$$

Each term requires the solution of linear systems with the matrix $A-z_j$. The roots form complex-conjugate pairs, and for real $H$ the two inverses belonging to a pair are complex conjugates of each other, so $P/2$ of these matrices suffice.

Take $k_BT=0.025$ eV and a lowest level 20 eV below $\mu$, so that $x=-800$ there. With $P=200$ the window of depth $2P/\beta$ is only 10 eV. The lowest level has $1+x/P=-3$ and occupation $1/(1+3^{200})$, which is practically zero. With $P=400$ it sits at the edge and has occupation exactly one half. With $P=500$, $1+x/P=-0.6$, and the occupation is practically one.

## How the Lean statements express this

`fermi` and `rationalFermi` are $f$ and $f_P$. The Hamiltonian is `H : Matrix n n ℂ` with `n` a finite index type, `factor H β μ P` is $A$, and `densityMatrix H β μ P` is $D_P$. The product of a matrix and a vector is written `*ᵥ`.

The main theorem is `densityMatrix_occupation`. The hypothesis `hH` says that $H$ is Hermitian, and `hv` is the eigenvalue equation with a real energy `e`. The vector `v` need not be normalised, and even $v=0$ is allowed, for which the matrix equation is trivial. The conclusion joins the eigenvalue equation for $D_P$ to the criterion for half filling.

Evenness makes the inverse available for every Hermitian $H$: for odd $P$, $1+A^P$ is singular as soon as $H$ has a level at $e=\mu-2P/\beta$. Among even numbers, `2 ≤ P` excludes only $P=0$, where the occupation would be one half at every energy. The limit in `tendsto_fermi` runs over all natural numbers $P$, and so includes the even ones.

In `sufficient_order_iff` the variable `e` runs over all real energies between `e₀` and `μ`, not only over eigenvalues. When $e_0\le\mu$ is the lowest eigenvalue, the same condition decides the matter for the actual levels, because $e_0$ is the first to fail.

The chemical potential is a given number, not fixed by an electron count. The model has no overlap matrix and no self-consistent dependence of $H$ on the density. The theorems locate the crossing of one half and give no error bound for the occupations inside the window.

## The Lean file

```lean
import Mathlib

open Filter Topology Matrix Real
open scoped ComplexOrder

namespace RationalFermiOperator

noncomputable section

/-- The Fermi-Dirac occupation at reduced energy `x`, the energy above the chemical potential in
units of `k_B T`. -/
def fermi (x : ℝ) : ℝ := 1 / (1 + Real.exp x)

/-- The rational approximation of order `P` to the Fermi-Dirac occupation, meant for `P ≥ 1` and
`1 + (1 + x / P) ^ P ≠ 0`. -/
def rationalFermi (P : ℕ) (x : ℝ) : ℝ := 1 / (1 + (1 + x / P) ^ P)

/-- For even order the denominator of the rational occupation is positive at every real energy. -/
theorem denominator_pos {P : ℕ} (hP : Even P) (x : ℝ) : 0 < 1 + (1 + x / P) ^ P := by
  have := hP.pow_nonneg (1 + x / P)
  linarith

/-- At fixed reduced energy the rational occupation tends to the Fermi-Dirac occupation as the
order grows. -/
theorem tendsto_fermi (x : ℝ) :
    Tendsto (fun P : ℕ => rationalFermi P x) atTop (𝓝 (fermi x)) := by
  have h := (tendsto_one_add_div_pow_exp x).const_add 1
  have hne : 1 + Real.exp x ≠ 0 := by positivity
  simpa only [rationalFermi, fermi, one_div] using h.inv₀ hne

/-- For even order `P ≥ 2` the rational occupation is below one half exactly when the reduced
energy is positive or lies below `-2P`. -/
theorem rationalFermi_lt_half_iff {P : ℕ} (hP : Even P) (h2 : 2 ≤ P) (x : ℝ) :
    rationalFermi P x < 1 / 2 ↔ 0 < x ∨ x < -2 * P := by
  have hpos : (0 : ℝ) < P := by
    have : 0 < P := by omega
    exact_mod_cast this
  have h0 : P ≠ 0 := by omega
  -- the occupation is below one half when the power exceeds one
  have e1 : rationalFermi P x < 1 / 2 ↔ 1 < (1 + x / P) ^ P := by
    rw [rationalFermi, one_div_lt_one_div (denominator_pos hP x) two_pos]
    constructor <;> intro h <;> linarith
  -- an even power only sees the absolute value
  have e2 : 1 < (1 + x / P) ^ P ↔ 1 < |1 + x / P| := by
    rw [← hP.pow_abs, one_lt_pow_iff_of_nonneg (abs_nonneg _) h0]
  have e3 : 1 < 1 + x / P ↔ 0 < x := by
    rw [lt_add_iff_pos_right, lt_div_iff₀ hpos, zero_mul]
  have e4 : 1 < -(1 + x / P) ↔ x < -2 * P := by
    rw [← div_lt_iff₀ hpos]
    constructor <;> intro h <;> linarith
  rw [e1, e2, lt_abs, e3, e4]

/-- At fixed even order `P ≥ 2`, the rational occupation of ever deeper levels tends to zero,
whereas their Fermi-Dirac occupation tends to one. -/
theorem deep_levels_emptied {P : ℕ} (hP : Even P) (h2 : 2 ≤ P) :
    Tendsto (rationalFermi P) atBot (𝓝 0) ∧ Tendsto fermi atBot (𝓝 1) := by
  have hpos : (0 : ℝ) < P := by
    have : 0 < P := by omega
    exact_mod_cast this
  constructor
  · have h1 : Tendsto (fun x : ℝ => -(1 + x / P)) atBot atTop :=
      tendsto_neg_atBot_atTop.comp
        (tendsto_atBot_add_const_left _ 1 (tendsto_id.atBot_div_const hpos))
    have h3 : Tendsto (fun x : ℝ => 1 + (-(1 + x / P)) ^ P) atBot atTop :=
      tendsto_atTop_add_const_left _ 1 ((tendsto_pow_atTop (by omega)).comp h1)
    refine (tendsto_inv_atTop_zero.comp h3).congr fun x => ?_
    simp only [Function.comp_apply, rationalFermi, one_div, hP.neg_pow]
  · have h := (Real.tendsto_exp_atBot.const_add 1).inv₀ (by norm_num)
    have h1 : ((1 : ℝ) + 0)⁻¹ = 1 := by norm_num
    rw [h1] at h
    exact h.congr fun x => by rw [fermi, one_div]

/-- For inverse temperature `β > 0` and even order `P ≥ 2`, all real energies from `e₀` up to the
chemical potential `μ` have rational occupation at least one half exactly when `β (μ - e₀) ≤ 2P`. -/
theorem sufficient_order_iff {P : ℕ} (hP : Even P) (h2 : 2 ≤ P) {β : ℝ} (hβ : 0 < β)
    (μ e₀ : ℝ) :
    (∀ e, e₀ ≤ e → e ≤ μ → 1 / 2 ≤ rationalFermi P (β * (e - μ))) ↔
      β * (μ - e₀) ≤ 2 * P := by
  constructor
  · intro h
    by_contra hc
    have hc' := not_le.1 hc
    have hd : 0 < μ - e₀ :=
      (mul_pos_iff_of_pos_left hβ).1 (lt_of_le_of_lt (by positivity) hc')
    -- the energy `e₀` itself would have occupation below one half
    exact absurd ((rationalFermi_lt_half_iff hP h2 _).2 (Or.inr (by linarith)))
      (not_lt.2 (h e₀ le_rfl (by linarith)))
  · intro h e h₀ hμ
    refine not_lt.1 fun hlt => ?_
    have a1 := mul_nonneg hβ.le (sub_nonneg.2 h₀)
    have a2 := mul_nonneg hβ.le (sub_nonneg.2 hμ)
    rcases (rationalFermi_lt_half_iff hP h2 _).1 hlt with h' | h' <;> linarith

variable {n : Type*} [Fintype n] [DecidableEq n]

/-- The linear factor `1 + (β / P) (H - μ)` built from the Hamiltonian `H`, for `P ≥ 1`. -/
def factor (H : Matrix n n ℂ) (β μ : ℝ) (P : ℕ) : Matrix n n ℂ :=
  1 + ((β / P : ℝ) : ℂ) • (H - (μ : ℂ) • (1 : Matrix n n ℂ))

/-- The rational density matrix, the inverse of one plus the `P`-th power of the linear factor,
meant for Hermitian `H` and even `P ≥ 2`. -/
def densityMatrix (H : Matrix n n ℂ) (β μ : ℝ) (P : ℕ) : Matrix n n ℂ :=
  (1 + factor H β μ P ^ P)⁻¹

/-- For a Hermitian Hamiltonian and even order, the matrix inverted in the rational density matrix
is invertible. -/
theorem isUnit_denominator {H : Matrix n n ℂ} (hH : H.IsHermitian) (β μ : ℝ) {P : ℕ}
    (hP : Even P) : IsUnit (1 + factor H β μ P ^ P) := by
  have hA : (factor H β μ P)ᴴ = factor H β μ P := by
    simp only [factor, conjTranspose_add, conjTranspose_one, conjTranspose_smul,
      conjTranspose_sub, hH.eq, Complex.star_def, Complex.conj_ofReal]
  obtain ⟨k, hk⟩ := hP
  -- an even power of a Hermitian matrix is a square, hence positive semidefinite
  have hs : factor H β μ P ^ P = (factor H β μ P ^ k)ᴴ * factor H β μ P ^ k := by
    rw [conjTranspose_pow, hA, ← pow_add, ← hk]
  rw [hs]
  exact (PosDef.one.add_posSemidef (posSemidef_conjTranspose_mul_self _)).isUnit

/-- On an eigenvector of the Hamiltonian with energy `e`, powers of the linear factor act as
powers of the number `1 + β (e - μ) / P`. -/
theorem factor_pow_mulVec {H : Matrix n n ℂ} {v : n → ℂ} {e : ℝ} (hv : H *ᵥ v = (e : ℂ) • v)
    (β μ : ℝ) (P k : ℕ) :
    factor H β μ P ^ k *ᵥ v = ((1 + β * (e - μ) / P : ℝ) : ℂ) ^ k • v := by
  have h1 : factor H β μ P *ᵥ v = ((1 + β * (e - μ) / P : ℝ) : ℂ) • v := by
    simp only [factor, add_mulVec, one_mulVec, smul_mulVec, sub_mulVec, hv]
    push_cast
    module
  induction k with
  | zero => simp
  | succ k ih => rw [pow_succ, ← mulVec_mulVec, h1, mulVec_smul, ih, smul_smul, ← pow_succ']

/-- For a Hermitian Hamiltonian, `β > 0` and even `P ≥ 2`, the rational density matrix multiplies
an eigenvector of energy `e` by its rational occupation, which is below one half exactly when `e`
lies above `μ` or more than `2P / β` below it. -/
theorem densityMatrix_occupation {H : Matrix n n ℂ} (hH : H.IsHermitian) {v : n → ℂ} {e : ℝ}
    (hv : H *ᵥ v = (e : ℂ) • v) {β : ℝ} (hβ : 0 < β) (μ : ℝ) {P : ℕ} (hP : Even P)
    (h2 : 2 ≤ P) :
    densityMatrix H β μ P *ᵥ v = (rationalFermi P (β * (e - μ)) : ℂ) • v ∧
      (rationalFermi P (β * (e - μ)) < 1 / 2 ↔ μ < e ∨ e < μ - 2 * P / β) := by
  constructor
  · have hinv : densityMatrix H β μ P * (1 + factor H β μ P ^ P) = 1 :=
      nonsing_inv_mul _ ((isUnit_iff_isUnit_det _).1 (isUnit_denominator hH β μ hP))
    have hM : (1 + factor H β μ P ^ P) *ᵥ v
        = ((1 + (1 + β * (e - μ) / P) ^ P : ℝ) : ℂ) • v := by
      rw [add_mulVec, one_mulVec, factor_pow_mulVec hv, ← Complex.ofReal_pow,
        Complex.ofReal_add, Complex.ofReal_one, add_smul, one_smul]
    have hf : rationalFermi P (β * (e - μ)) * (1 + (1 + β * (e - μ) / P) ^ P) = 1 :=
      one_div_mul_cancel (denominator_pos hP _).ne'
    -- write the eigenvector as the image of a multiple of itself, then invert
    have hw : v = (rationalFermi P (β * (e - μ)) : ℂ) • ((1 + factor H β μ P ^ P) *ᵥ v) := by
      rw [hM, smul_smul, ← Complex.ofReal_mul, hf, Complex.ofReal_one, one_smul]
    calc densityMatrix H β μ P *ᵥ v
        = densityMatrix H β μ P *ᵥ
            ((rationalFermi P (β * (e - μ)) : ℂ) • ((1 + factor H β μ P ^ P) *ᵥ v)) :=
          congrArg (fun w => densityMatrix H β μ P *ᵥ w) hw
      _ = (rationalFermi P (β * (e - μ)) : ℂ) • v := by
          rw [mulVec_smul, mulVec_mulVec, hinv, one_mulVec]
  · have h3 : e < μ - 2 * P / β ↔ β * (e - μ) < -2 * P := by
      rw [lt_sub_comm, div_lt_iff₀ hβ]
      constructor <;> intro h <;> linarith
    rw [rationalFermi_lt_half_iff hP h2, mul_pos_iff_of_pos_left hβ, sub_pos, h3]

end

end RationalFermiOperator
```

```lean
#print axioms RationalFermiOperator.rationalFermi_lt_half_iff
-- 'RationalFermiOperator.rationalFermi_lt_half_iff' depends on axioms: [propext, Classical.choice, Quot.sound]
#print axioms RationalFermiOperator.deep_levels_emptied
-- 'RationalFermiOperator.deep_levels_emptied' depends on axioms: [propext, Classical.choice, Quot.sound]
#print axioms RationalFermiOperator.sufficient_order_iff
-- 'RationalFermiOperator.sufficient_order_iff' depends on axioms: [propext, Classical.choice, Quot.sound]
#print axioms RationalFermiOperator.densityMatrix_occupation
-- 'RationalFermiOperator.densityMatrix_occupation' depends on axioms: [propext, Classical.choice, Quot.sound]
```

## The proofs of the scalar results

`denominator_pos` uses that an even power is nonnegative. `tendsto_fermi` takes the exponential limit from Mathlib as `tendsto_one_add_div_pow_exp`, adds 1, and inverts with `inv₀`, which requires the limit $1+e^x$ to be nonzero.

`rationalFermi_lt_half_iff` follows the chain of equivalences above. Step `e1` compares reciprocals, with `denominator_pos` supplying the positive denominator. Step `e2` replaces the base by its absolute value and removes the power. Steps `e3` and `e4` solve the two linear inequalities, and the final `rw` joins them after `lt_abs` has split $1<|1+x/P|$ into its two cases.

In `deep_levels_emptied`, `h1` states that $-(1+x/P)$ diverges and `h3` that the denominator does. The sign inside the power is then removed by `hP.neg_pow`. The Fermi-Dirac half starts from $e^x\to0$.

`sufficient_order_iff` treats the two directions separately. The first assumes that the bound fails and applies the half-filling criterion to `e₀`. The second assumes an occupation below one half inside the interval, and `linarith` refutes both alternatives of the criterion.

## The proofs of the matrix results

`isUnit_denominator` first shows in `hA` that $A$ is Hermitian, then in `hs` that $A^P=(A^k)^\dagger A^k$. The identity is positive definite and the added square positive semidefinite, so the sum is positive definite and hence invertible. This matters because Mathlib's matrix inverse is also defined, as zero, for singular matrices.

`factor_pow_mulVec` proves $Av=av$ in `h1` and extends it to all powers $A^k$ by induction on `k`.

In `densityMatrix_occupation`, `hinv` records $D_P(1+A^P)=1$, `hM` is $(1+A^P)v=(1+a^P)v$, and `hf` is $f_P\cdot(1+a^P)=1$. Together, `hM` and `hf` give `hw`, which writes $v$ as $f_P\,(1+A^P)v$. The `calc` block applies $D_P$ to this expression and cancels with `hinv`. For the second half of the theorem, `h3` converts $e<\mu-2P/\beta$ into the reduced-energy condition, and the scalar criterion finishes the proof.
